# The overlap of two orbitals is unchanged when both are scaled to L^(3/2) φ(L r) with the same L > 0

The theorem `overlap_scaled` takes two complex-valued orbitals φ and ψ on three-dimensional space and replaces each by its scaled form, L^(3/2) φ(L r) and L^(3/2) ψ(L r), with the same L > 0. It states that the overlap integral ∫ φ* ψ is the same before and after. The orbitals need not be normalised, or even integrable, since Lean's integral is zero by convention where the integrand is not integrable. The proof collects the two prefactors into L³, takes that constant out of the integral, and changes variables from L r to r, so that the Jacobian factor L⁻³ cancels it.

Lean 4 with Mathlib refuses this proof:

```lean
import Mathlib

open MeasureTheory ComplexConjugate

namespace OverlapScaled

noncomputable section

/-- Three-dimensional position space. -/
abbrev Space := EuclideanSpace ℝ (Fin 3)

/-- The scaled orbital `L^(3/2) φ(L r)`, for `L > 0`. -/
def scaleOrbital (L : ℝ) (φ : Space → ℂ) (r : Space) : ℂ :=
  ((L ^ (3 / 2 : ℝ) : ℝ) : ℂ) * φ (L • r)

/-- For `L > 0` the square of the orbital prefactor `L^(3/2)` is `L^3`. -/
lemma prefactor_mul_self {L : ℝ} (hL : 0 < L) :
    L ^ (3 / 2 : ℝ) * L ^ (3 / 2 : ℝ) = L ^ 3 := by
  have h : (3 / 2 : ℝ) + 3 / 2 = ((3 : ℕ) : ℝ) := by norm_num
  rw [← Real.rpow_add hL, h, Real.rpow_natCast]

/-- Scaling with `L > 0` leaves the overlap integral of two orbitals unchanged. -/
theorem overlap_scaled (φ ψ : Space → ℂ) {L : ℝ} (hL : 0 < L) :
    ∫ r, conj (scaleOrbital L φ r) * scaleOrbital L ψ r = ∫ r, conj (φ r) * ψ r := by
  have hc : ((L ^ (3 / 2 : ℝ) : ℝ) : ℂ) * ((L ^ (3 / 2 : ℝ) : ℝ) : ℂ) = ((L ^ 3 : ℝ) : ℂ) := by
    rw [← Complex.ofReal_mul, prefactor_mul_self hL]
  have hf : (fun r => conj (scaleOrbital L φ r) * scaleOrbital L ψ r) =
      fun r => ((L ^ 3 : ℝ) : ℂ) * (fun x => conj (φ x) * ψ x) (L • r) := by
    funext r
    simp only [scaleOrbital, map_mul, Complex.conj_ofReal]
    linear_combination (conj (φ (L • r)) * ψ (L • r)) * hc
  have h3 : 0 < L ^ 3 := by positivity
  -- the Jacobian of `r ↦ L r` cancels the factor `L^3`
  rw [hf, integral_const_mul, Measure.integral_comp_smul, finrank_euclideanSpace_fin,
    abs_of_pos (inv_pos.mpr h3), Complex.real_smul, ← mul_assoc, ← Complex.ofReal_mul,
    mul_inv_cancel₀ h3.ne', Complex.ofReal_one, one_mul]

end

end OverlapScaled
```

Lean reports:

```
Main.lean:34:30: error: Tactic `rewrite` failed: Did not find an occurrence of the pattern
  ∫ (x : ?m.208), ?f (?R • x) ∂?μ
in the target expression
  ↑(L ^ 3) * ∫ (a : Space), (fun x => (starRingEnd ℂ) (φ x) * ψ x) (L • a) = ∫ (r : Space), (starRingEnd ℂ) (φ r) * ψ r

φ ψ : Space → ℂ
L : ℝ
hL : 0 < L
hc : ↑(L ^ (3 / 2)) * ↑(L ^ (3 / 2)) = ↑(L ^ 3)
hf :
  (fun r => (starRingEnd ℂ) (scaleOrbital L φ r) * scaleOrbital L ψ r) = fun r =>
    ↑(L ^ 3) * (fun x => (starRingEnd ℂ) (φ x) * ψ x) (L • r)
h3 : 0 < L ^ 3
⊢ ↑(L ^ 3) * ∫ (a : Space), (fun x => (starRingEnd ℂ) (φ x) * ψ x) (L • a) = ∫ (r : Space), (starRingEnd ℂ) (φ r) * ψ r
```

Cause. The error is at the change of variables. `Measure.integral_comp_smul` rewrites an integral of the form `?f (?R • x)`, and Lean reports that it finds none, although the goal shows a function applied to `L • a`.

That function is an explicit `fun x => …`, and when Lean compares the integrand with the pattern it beta-reduces the application, putting `L • a` in place of `x`. What is left is a product in which `L • a` occurs twice, inside `φ` and inside `ψ`. To match it, Lean would have to work out `?f` from its value at `?R • x`. Its unifier solves such a problem directly when the unknown function is applied to a bare bound variable, but here the argument is a scalar multiple, and the match fails.

The repair states the lemma first, as `hs`, with the measure, the function and `L` all given. Rewriting with `hs` leaves no function to guess: its left side agrees with the integral in the goal up to beta-reduction. The remaining rewrites are unchanged and now finish the proof.

After these edits no error is left:

```diff
@@ -32,5 +32,7 @@
   have h3 : 0 < L ^ 3 := by positivity
   -- the Jacobian of `r ↦ L r` cancels the factor `L^3`
-  rw [hf, integral_const_mul, Measure.integral_comp_smul, finrank_euclideanSpace_fin,
+  have hs := Measure.integral_comp_smul (volume : Measure Space)
+    (fun x => conj (φ x) * ψ x) L
+  rw [hf, integral_const_mul, hs, finrank_euclideanSpace_fin,
     abs_of_pos (inv_pos.mpr h3), Complex.real_smul, ← mul_assoc, ← Complex.ofReal_mul,
     mul_inv_cancel₀ h3.ne', Complex.ofReal_one, one_mul]
```
